# Slater parameters with Trees and pairing corrections fit any five $d^2$ term energies in exactly one way

If the coefficient vectors of a term-energy model are linearly dependent, a fit to the levels goes wrong in two ways. Some change of the parameters leaves every energy where it was, so the levels don't determine all the parameter values. And with five parameters for five levels, some sets of energies can't be reached at all. Counting parameters against levels doesn't rule this out. For $d^2$, with three Slater parameters, Trees' correction and a pairing correction, all free to take any real value, the coefficients have to be examined.

## Five terms and five parameters

```lean
import Mathlib

namespace DSquaredTermFit

noncomputable section
```

The terms are numbered as Lean numbers them, from zero: $^1S$, $^3P$, $^1D$, $^3F$, $^1G$ have indices $0,1,2,3,4$, and their energies are $E_0,\dots,E_4$. In each theorem below, what stands before `:=` is the statement and what follows is its proof.

```lean
/-- Coefficients of F₀, F₂, F₄, of Trees' L(L+1) correction and of the pairing correction
in the d² terms, ordered ¹S, ³P, ¹D, ³F, ¹G. -/
def termVector : Fin 5 → Fin 5 → ℝ :=
  ![![1, 1, 1, 1, 1],
    ![14, 7, -3, -8, 4],
    ![126, -84, 36, -9, 1],
    ![0, 2, 6, 12, 20],
    ![1, 0, 0, 0, 0]]
```

`Fin 5` is the set of indices $0,\dots,4$, so `termVector k t` is the coefficient $v_k(t)$ of parameter $k$ in term $t$. The first three rows belong to the Slater parameters $F_0,F_2,F_4$. The fourth row is $L(L+1)$; Trees' correction with this coefficient stands for part of the influence of distant configurations. The last row shifts only $^1S$, the term in which the two electrons are coupled as a pair, and represents another part of that influence. Both corrections are postulated here, not derived from perturbation theory.

```lean
/-- Model energies of the five d² terms for the parameters `p` = (F₀, F₂, F₄, α, β), where
α multiplies L(L+1) and β is the pairing shift. -/
def levels (p : Fin 5 → ℝ) (t : Fin 5) : ℝ := ∑ k, p k * termVector k t
```

With $p=(F_0,F_2,F_4,\alpha,\beta)$, this defines the model energy of term $t$ as $\sum_k p_k v_k(t)$. The parameters are arbitrary real numbers, with no restriction on sign or size, so an exact fit can return values that no Coulomb integral could have, such as a negative $F_2$. In a fit to measured levels, $F_0$ also takes up whatever energy is common to all terms. Each term has a single energy, so spin–orbit splitting is left out.

## Coulomb integrals between $d$ orbitals

```lean
/-- Diagonal Gaunt coefficients of rank 2, times 7, for d orbitals m = 2, 1, 0, -1, -2. -/
def gauntTwo : Fin 5 → ℝ := ![-2, 1, 2, 1, -2]
```

The orbitals are also indexed from zero, with $m=2,1,0,-1,-2$. Writing $c^k(m,m')$ for the Gaunt coefficients, which are the angular factors of the Coulomb integrals and in which $k=0,2,4$ is the rank and not the parameter index, this list is $7c^2(m,m)$.

```lean
/-- Diagonal Gaunt coefficients of rank 4, times 21, for d orbitals m = 2, 1, 0, -1, -2. -/
def gauntFour : Fin 5 → ℝ := ![1, -4, 6, -4, 1]
```

This is $21c^4(m,m)$.

```lean
/-- Squared Gaunt coefficients of rank 2, times 49, between d orbitals m = 2, 1, 0, -1, -2. -/
def gauntSqTwo : Fin 5 → Fin 5 → ℝ :=
  ![![4, 6, 4, 0, 0], ![6, 1, 1, 6, 0], ![4, 1, 4, 1, 4], ![0, 6, 1, 1, 6], ![0, 0, 4, 6, 4]]
```

The table holds $49\,[c^2(m,m')]^2$, which exchange integrals need.

```lean
/-- Squared Gaunt coefficients of rank 4, times 441, between d orbitals m = 2, 1, 0, -1, -2. -/
def gauntSqFour : Fin 5 → Fin 5 → ℝ :=
  ![![1, 5, 15, 35, 70], ![5, 16, 30, 40, 35], ![15, 30, 36, 30, 15],
    ![35, 40, 30, 16, 5], ![70, 35, 15, 5, 1]]
```

The last table holds $441\,[c^4(m,m')]^2$. All four are entered as known numbers; the file doesn't compute them from spherical harmonics.

```lean
/-- Direct Coulomb integral between two d orbitals, with F₂ = F²/49 and F₄ = F⁴/441. -/
def direct (F0 F2 F4 : ℝ) (i j : Fin 5) : ℝ :=
  F0 + gauntTwo i * gauntTwo j * F2 + gauntFour i * gauntFour j * F4
```

The direct integral is $J_{ij}=\sum_k c^k(m_i,m_i)\,c^k(m_j,m_j)\,F^k$. The denominators $7^2$ and $21^2$ are absorbed in $F_2=F^2/49$ and $F_4=F^4/441$, while $F_0=F^0$; the superscripts on $F$ are labels of the radial integrals, not powers.

```lean
/-- Exchange integral between two d orbitals, with F₂ = F²/49 and F₄ = F⁴/441. -/
def exchange (F0 F2 F4 : ℝ) (i j : Fin 5) : ℝ :=
  (if i = j then F0 else 0) + gauntSqTwo i j * F2 + gauntSqFour i j * F4
```

The exchange integral is $K_{ij}=\sum_k [c^k(m_i,m_j)]^2F^k$. Its $F_0$ part survives only for $i=j$.

## The level equations and their Slater part

```lean
/-- The model energies of ¹S, ³P, ¹D, ³F and ¹G written out in the five parameters. -/
theorem levels_apply (p : Fin 5 → ℝ) :
    levels p 0 = p 0 + 14 * p 1 + 126 * p 2 + p 4 ∧
    levels p 1 = p 0 + 7 * p 1 - 84 * p 2 + 2 * p 3 ∧
    levels p 2 = p 0 - 3 * p 1 + 36 * p 2 + 6 * p 3 ∧
    levels p 3 = p 0 - 8 * p 1 - 9 * p 2 + 12 * p 3 ∧
    levels p 4 = p 0 + 4 * p 1 + p 2 + 20 * p 3 := by
  simp only [levels, Fin.sum_univ_five]
  -- insert the tabulated coefficients term by term
  refine ⟨?_, ?_, ?_, ?_, ?_⟩
  · change p 0 * 1 + p 1 * 14 + p 2 * 126 + p 3 * 0 + p 4 * 1 = _
    ring
  · change p 0 * 1 + p 1 * 7 + p 2 * (-84) + p 3 * 2 + p 4 * 0 = _
    ring
  · change p 0 * 1 + p 1 * (-3) + p 2 * 36 + p 3 * 6 + p 4 * 0 = _
    ring
  · change p 0 * 1 + p 1 * (-8) + p 2 * (-9) + p 3 * 12 + p 4 * 0 = _
    ring
  · change p 0 * 1 + p 1 * 4 + p 2 * 1 + p 3 * 20 + p 4 * 0 = _
    ring
```

The sum over $k$, written out, gives

$$\begin{aligned}
E_0&=F_0+14F_2+126F_4+\beta,\\
E_1&=F_0+7F_2-84F_4+2\alpha,\\
E_2&=F_0-3F_2+36F_4+6\alpha,\\
E_3&=F_0-8F_2-9F_4+12\alpha,\\
E_4&=F_0+4F_2+F_4+20\alpha.
\end{aligned}$$

In the proof, `change` displays the tabulated numbers and `ring` tidies the polynomials.

```lean
/-- Five term energies obey Slater's diagonal sum rule in the sectors
(M_L, M_S) = (4,0), (3,1), (1,1), (2,0), (0,0) exactly when they are the model energies
with both corrections switched off. -/
theorem diagonal_sum_rule (F0 F2 F4 : ℝ) (E : Fin 5 → ℝ) :
    E = levels ![F0, F2, F4, 0, 0] ↔
      E 4 = direct F0 F2 F4 0 0 ∧
      E 3 = direct F0 F2 F4 0 1 - exchange F0 F2 F4 0 1 ∧
      E 3 + E 1 = (direct F0 F2 F4 0 3 - exchange F0 F2 F4 0 3)
        + (direct F0 F2 F4 1 2 - exchange F0 F2 F4 1 2) ∧
      E 4 + E 3 + E 2 = 2 * direct F0 F2 F4 0 2 + direct F0 F2 F4 1 1 ∧
      E 4 + E 3 + E 2 + E 1 + E 0 = 2 * direct F0 F2 F4 0 4
        + 2 * direct F0 F2 F4 1 3 + direct F0 F2 F4 2 2 := by
  obtain ⟨a0, a1, a2, a3, a4⟩ := levels_apply ![F0, F2, F4, 0, 0]
  simp at a0 a1 a2 a3 a4
  -- the traces of the Coulomb repulsion in the five sectors
  have s4 : direct F0 F2 F4 0 0 = F0 + 4 * F2 + F4 := by
    norm_num [direct, gauntTwo, gauntFour]
  have s3 : direct F0 F2 F4 0 1 - exchange F0 F2 F4 0 1 = F0 - 8 * F2 - 9 * F4 := by
    norm_num [direct, exchange, gauntTwo, gauntFour, gauntSqTwo, gauntSqFour]
    ring
  have s1 : (direct F0 F2 F4 0 3 - exchange F0 F2 F4 0 3)
      + (direct F0 F2 F4 1 2 - exchange F0 F2 F4 1 2) = 2 * F0 - F2 - 93 * F4 := by
    simp [direct, exchange, gauntTwo, gauntFour, gauntSqTwo, gauntSqFour]
    ring
  have s2 : 2 * direct F0 F2 F4 0 2 + direct F0 F2 F4 1 1
      = 3 * F0 - 7 * F2 + 28 * F4 := by
    simp [direct, gauntTwo, gauntFour]
    ring
  have s0 : 2 * direct F0 F2 F4 0 4 + 2 * direct F0 F2 F4 1 3 + direct F0 F2 F4 2 2
      = 5 * F0 + 14 * F2 + 70 * F4 := by
    simp [direct, gauntTwo, gauntFour]
    ring
  rw [s4, s3, s1, s2, s0]
  constructor
  · rintro rfl
    refine ⟨?_, ?_, ?_, ?_, ?_⟩ <;> linarith
  · rintro ⟨h4, h3, h1, h2, h0⟩
    have e0 : E 0 = levels ![F0, F2, F4, 0, 0] 0 := by linarith
    have e1 : E 1 = levels ![F0, F2, F4, 0, 0] 1 := by linarith
    have e2 : E 2 = levels ![F0, F2, F4, 0, 0] 2 := by linarith
    have e3 : E 3 = levels ![F0, F2, F4, 0, 0] 3 := by linarith
    have e4 : E 4 = levels ![F0, F2, F4, 0, 0] 4 := by linarith
    funext t
    fin_cases t
    exacts [e0, e1, e2, e3, e4]
```

This theorem connects the first three vectors to the Coulomb repulsion. In a sector of fixed $(M_L,M_S)$, the projections of the total orbital and spin angular momentum, the trace of the repulsion over Slater determinants equals the sum of the energies of the terms present. A determinant contributes $J-K$ for parallel spins and $J$ for opposite spins. The five sectors give

$$\begin{aligned}
(4,0):\quad & E_4=J_{00}=F_0+4F_2+F_4,\\
(3,1):\quad & E_3=J_{01}-K_{01}=F_0-8F_2-9F_4,\\
(1,1):\quad & E_3+E_1=2F_0-F_2-93F_4,\\
(2,0):\quad & E_4+E_3+E_2=3F_0-7F_2+28F_4,\\
(0,0):\quad & E_4+E_3+E_2+E_1+E_0=5F_0+14F_2+70F_4.
\end{aligned}$$

Subtracting the known energies in turn yields $E_1=F_0+7F_2-84F_4$, then $E_2=F_0-3F_2+36F_4$, and finally $E_0=F_0+14F_2+126F_4$. These are the level equations with $\alpha=\beta=0$.

The Lean statement is the equivalence (`↔`) between these five equations and the model energies. The trace argument and the list of terms in each sector are the physics that leads to the equations; they enter through the way the statement is written. In the proof, `s4`, `s3`, `s1`, `s2` and `s0` evaluate the traces, and `linarith` does the subtractions.

## Solving for the parameters

```lean
/-- The parameters reproduce given term energies exactly when they are given by these
closed formulas in the energies. -/
theorem fit_iff (p E : Fin 5 → ℝ) :
    levels p = E ↔
      p 0 = (147 * E 1 + 335 * E 2 - 42 * E 3 - 90 * E 4) / 350 ∧
      p 1 = (21 * E 1 + 25 * E 2 - 91 * E 3 + 45 * E 4) / 980 ∧
      p 2 = (-14 * E 1 + 30 * E 2 - 21 * E 3 + 5 * E 4) / 2450 ∧
      p 3 = (-7 * E 1 - 15 * E 2 + 7 * E 3 + 15 * E 4) / 280 ∧
      p 4 = E 0 - (40 * E 2 - 35 * E 3 + 9 * E 4) / 14 := by
  obtain ⟨a0, a1, a2, a3, a4⟩ := levels_apply p
  constructor
  · rintro rfl
    refine ⟨?_, ?_, ?_, ?_, ?_⟩ <;> linarith
  · rintro ⟨h0, h1, h2, h3, h4⟩
    have e0 : levels p 0 = E 0 := by linarith
    have e1 : levels p 1 = E 1 := by linarith
    have e2 : levels p 2 = E 2 := by linarith
    have e3 : levels p 3 = E 3 := by linarith
    have e4 : levels p 4 = E 4 := by linarith
    funext t
    fin_cases t
    exacts [e0, e1, e2, e3, e4]
```

The statement says that $p$ reproduces $E$ exactly when its components have the listed values. By hand, subtract the $^3F$ equation from those of $^3P$, $^1D$ and $^1G$, which removes $F_0$:

$$\begin{aligned}
E_1-E_3&=15F_2-75F_4-10\alpha,\\
E_2-E_3&=5F_2+45F_4-6\alpha,\\
E_4-E_3&=12F_2+10F_4+8\alpha.
\end{aligned}$$

The first minus three times the second, and five times the third minus twelve times the second, remove $F_2$:

$$\begin{aligned}
E_1-3E_2+2E_3&=-210F_4+8\alpha,\\
-12E_2+7E_3+5E_4&=-490F_4+112\alpha.
\end{aligned}$$

Three times the lower line minus seven times the upper leaves $280\alpha$; fourteen times the upper minus the lower leaves $-2450F_4$. Hence

$$\begin{aligned}
\alpha&=\frac{-7E_1-15E_2+7E_3+15E_4}{280},\\
F_4&=\frac{-14E_1+30E_2-21E_3+5E_4}{2450}.
\end{aligned}$$

Inserting these in $F_2=(E_2-E_3-45F_4+6\alpha)/5$ and then in $F_0=E_3+8F_2+9F_4-12\alpha$ gives

$$\begin{aligned}
F_2&=\frac{21E_1+25E_2-91E_3+45E_4}{980},\\
F_0&=\frac{147E_1+335E_2-42E_3-90E_4}{350}.
\end{aligned}$$

The $^1S$ equation fixes the last parameter. Since $40E_2-35E_3+9E_4=14(F_0+14F_2+126F_4)$, with $\alpha$ cancelling,

$$\beta=E_0-\frac{40E_2-35E_3+9E_4}{14}.$$

Each step is reversible, so the formulas also return the energies.

The tactic `linarith` replaces this elimination. To prove an equality it proves two inequalities. For each, it assumes the opposite and looks for a rational combination of the available linear relations that gives a contradiction such as $0<0$. For $\alpha$, the level equations combine with weights proportional to $-7,-15,7,15$. The search itself needn't be trusted, because the combination it finds is turned into a proof that Lean checks. `linarith` doesn't discover the parameter formulas, however: they are already in the statement. At the end, `funext t` and `fin_cases t` reduce equality of two energy lists to the five terms.

## Independence and the unique fit

```lean
/-- The three Slater vectors, the L(L+1) vector and the pairing vector of d² are linearly
independent. -/
theorem termVector_linearIndependent : LinearIndependent ℝ termVector := by
  rw [Fintype.linearIndependent_iff]
  intro g hg
  have hl : levels g = 0 := by
    funext t
    have ht := congrFun hg t
    simpa [levels, Finset.sum_apply] using ht
  -- zero energies force zero parameters
  obtain ⟨h0, h1, h2, h3, h4⟩ := (fit_iff g 0).1 hl
  have z0 : g 0 = 0 := by simpa using h0
  have z1 : g 1 = 0 := by simpa using h1
  have z2 : g 2 = 0 := by simpa using h2
  have z3 : g 3 = 0 := by simpa using h3
  have z4 : g 4 = 0 := by simpa using h4
  intro i
  fin_cases i
  exacts [z0, z1, z2, z3, z4]
```

Suppose $\sum_k g_kv_k=0$. Read as a statement about energies, this says that the parameters $g$ put all five levels at zero. The formulas just derived, with $E=0$, give $g_k=0$ for every $k$, which is linear independence.

The proof has the same shape. `Fintype.linearIndependent_iff` replaces `LinearIndependent` by the condition on vanishing combinations, `hl` translates the combination into `levels g = 0`, and `fit_iff` returns the five zeros.

```lean
/-- Any five real energies of the d² terms are reproduced by exactly one set of real
parameters (F₀, F₂, F₄, α, β). -/
theorem existsUnique_fit (E : Fin 5 → ℝ) : ∃! p : Fin 5 → ℝ, levels p = E := by
  refine ⟨![(147 * E 1 + 335 * E 2 - 42 * E 3 - 90 * E 4) / 350,
    (21 * E 1 + 25 * E 2 - 91 * E 3 + 45 * E 4) / 980,
    (-14 * E 1 + 30 * E 2 - 21 * E 3 + 5 * E 4) / 2450,
    (-7 * E 1 - 15 * E 2 + 7 * E 3 + 15 * E 4) / 280,
    E 0 - (40 * E 2 - 35 * E 3 + 9 * E 4) / 14],
    (fit_iff _ E).2 ⟨rfl, rfl, rfl, rfl, rfl⟩, fun q hq => ?_⟩
  obtain ⟨h0, h1, h2, h3, h4⟩ := (fit_iff q E).1 hq
  funext k
  fin_cases k
  exacts [h0, h1, h2, h3, h4]
```

The symbol `∃!` means "there is exactly one". For existence, the proof supplies the closed formulas as the parameter set; for uniqueness, it takes any other solution `q` and finds the same formulas for its components.

For simulation practice this means that, in this single-configuration $d^2$ model with all five parameters free, a fit without residual is no evidence for the model, since arbitrary energies would be fitted equally well.

## What each correction adds

```lean
/-- Without the pairing correction an exact fit exists if and only if
14 E(¹S) = 40 E(¹D) - 35 E(³F) + 9 E(¹G). -/
theorem fit_without_pairing_iff (E : Fin 5 → ℝ) :
    (∃ p, p 4 = 0 ∧ levels p = E) ↔ 14 * E 0 = 40 * E 2 - 35 * E 3 + 9 * E 4 := by
  constructor
  · rintro ⟨p, hp, hE⟩
    obtain ⟨-, -, -, -, h4⟩ := (fit_iff p E).1 hE
    linarith
  · intro h
    obtain ⟨p, hE, -⟩ := existsUnique_fit E
    obtain ⟨-, -, -, -, h4⟩ := (fit_iff p E).1 hE
    exact ⟨p, by linarith, hE⟩
```

Here the pairing parameter is held at zero, `p 4 = 0`, while Trees' parameter stays free. By the formula for $\beta$, a fit then exists exactly when

$$14E_0=40E_2-35E_3+9E_4.$$

In the forward direction the proof reads this off from a given fit. In the other it takes the unique five-parameter fit and shows that its $\beta$ vanishes. Trees' correction can't repair a violation of this relation, because $\alpha$ cancels from it.

```lean
/-- Slater parameters alone fit the five energies exactly if and only if
14 E(¹S) = 40 E(¹D) - 35 E(³F) + 9 E(¹G) and 7 E(³P) + 15 E(¹D) = 7 E(³F) + 15 E(¹G). -/
theorem fit_slater_only_iff (E : Fin 5 → ℝ) :
    (∃ p, p 3 = 0 ∧ p 4 = 0 ∧ levels p = E) ↔
      14 * E 0 = 40 * E 2 - 35 * E 3 + 9 * E 4 ∧
      7 * E 1 + 15 * E 2 = 7 * E 3 + 15 * E 4 := by
  constructor
  · rintro ⟨p, hp3, hp4, hE⟩
    obtain ⟨-, -, -, h3, h4⟩ := (fit_iff p E).1 hE
    constructor <;> linarith
  · rintro ⟨hS, hP⟩
    obtain ⟨p, hE, -⟩ := existsUnique_fit E
    obtain ⟨-, -, -, h3, h4⟩ := (fit_iff p E).1 hE
    exact ⟨p, by linarith, by linarith, hE⟩

end

end DSquaredTermFit
```

With Slater parameters alone, $\alpha$ must vanish too. Its numerator gives the second condition,

$$7E_1+15E_2=7E_3+15E_4.$$

The proof repeats the previous argument with both corrections. Three parameters for five energies thus leave two relations that measured levels can contradict.

The model could also have been written in Racah's parameters $A=F_0-49F_4$, $B=F_2-5F_4$ and $C=35F_4$. The Slater parts of the energies would become $A+14B+7C$, $A+7B$, $A-3B+2C$, $A-8B$ and $A+4B+2C$, in the same order of terms. Of the coefficient vectors only the third would change, to $(7,0,2,0,2)$, but the fit formulas for $A$, $B$ and $C$ would all differ from those for $F_0$, $F_2$ and $F_4$. Because the substitution is invertible, independence and uniqueness would remain, as would the formulas for $\alpha$ and $\beta$ and the two relations between the energies.

```lean
#print axioms DSquaredTermFit.diagonal_sum_rule
#print axioms DSquaredTermFit.termVector_linearIndependent
#print axioms DSquaredTermFit.fit_without_pairing_iff
#print axioms DSquaredTermFit.fit_slater_only_iff
```

```
'DSquaredTermFit.diagonal_sum_rule' depends on axioms: [propext, Classical.choice, Quot.sound]
'DSquaredTermFit.termVector_linearIndependent' depends on axioms: [propext, Classical.choice, Quot.sound]
'DSquaredTermFit.fit_without_pairing_iff' depends on axioms: [propext, Classical.choice, Quot.sound]
'DSquaredTermFit.fit_slater_only_iff' depends on axioms: [propext, Classical.choice, Quot.sound]
```
